# Filling all orthonormal eigenorbitals below an energy gap gives an aufbau density matrix

For non-interacting particles with a finite real symmetric one-particle Hamiltonian `H`, let the columns of `U` be a full set of orthonormal eigenorbitals with energies `ε`, and fill those labelled by `s`, one particle in each, where every filled level lies strictly below every empty one. The theorem `density_isAufbau` states that the resulting density matrix is an orthogonal projector that commutes with `H`, and that its trace is the number of filled orbitals. It also states that there are numbers `a < b` such that the energy expectation value of a normalised vector is at most `a` in the projector's range and at least `b` in its kernel. The proof writes both `H` and the density matrix as `U`, a diagonal matrix and `Uᵀ` multiplied together, so that the claims reduce to statements about energies and occupation numbers.

An attempt in Lean 4 with a fault in it:

```lean
import Mathlib

open Matrix

namespace DensityIsAufbau

variable {n : Type*} [Fintype n] [DecidableEq n]

/-- `P` is the density matrix of the lowest levels of the symmetric Hamiltonian `H`: an orthogonal
projector commuting with `H`, with a gap between the energies on its range and on its kernel. -/
structure IsAufbau (H P : Matrix n n ℝ) : Prop where
  ham_symm : Hᵀ = H
  symm : Pᵀ = P
  idem : P * P = P
  comm : H * P = P * H
  gap : ∃ a b : ℝ, a < b ∧ (∀ x, P *ᵥ x = x → x ⬝ᵥ H *ᵥ x ≤ a * (x ⬝ᵥ x)) ∧
    ∀ x, P *ᵥ x = 0 → b * (x ⬝ᵥ x) ≤ x ⬝ᵥ H *ᵥ x

/-- The sum of `u uᵀ` over the columns `u` of `U` with labels in `s`. If these columns are
orthonormal, it is the density matrix obtained by filling them. -/
def density (U : Matrix n n ℝ) (s : Finset n) : Matrix n n ℝ :=
  U * diagonal (fun i => if i ∈ s then (1 : ℝ) else 0) * Uᵀ

/-- Filling orthonormal eigenorbitals of `H` whose energies lie below all the others gives an
aufbau density matrix, and its trace is the number of filled orbitals. -/
theorem density_isAufbau {H U : Matrix n n ℝ} {ε : n → ℝ} {s : Finset n} (hU : Uᵀ * U = 1)
    (hHU : H * U = U * diagonal ε) (hgap : ∀ i ∈ s, ∀ j ∉ s, ε i < ε j) :
    IsAufbau H (density U s) ∧ trace (density U s) = s.card := by
  have hU' : U * Uᵀ = 1 := mul_eq_one_comm.mp hU
  have hH : H = U * diagonal ε * Uᵀ := by rw [← hHU, mul_assoc, hU', mul_one]
  have hprod : ∀ A B : Matrix n n ℝ, U * A * Uᵀ * (U * B * Uᵀ) = U * (A * B) * Uᵀ := by
    intro A B
    calc _ = U * A * (Uᵀ * U) * B * Uᵀ := by noncomm_ring
      _ = _ := by rw [hU]; noncomm_ring
  -- energies and norms in the orbital basis
  have hq : ∀ (d x : n → ℝ),
      x ⬝ᵥ (U * diagonal d * Uᵀ) *ᵥ x = ∑ i, d i * ((Uᵀ *ᵥ x) i) ^ 2 := by
    intro d x
    rw [← mulVec_mulVec, ← mulVec_mulVec, dotProduct_mulVec, ← mulVec_transpose]
    simp only [dotProduct, mulVec_diagonal]
    exact Finset.sum_congr rfl fun i _ => by ring
  have hn : ∀ x : n → ℝ, x ⬝ᵥ x = ∑ i, ((Uᵀ *ᵥ x) i) ^ 2 := by
    intro x
    have h := hq (fun _ => 1) x
    rw [diagonal_one, mul_one, hU', one_mulVec] at h
    simpa only [one_mul] using h
  have hy : ∀ (x : n → ℝ) (i : n), (Uᵀ *ᵥ (density U s *ᵥ x)) i =
      (if i ∈ s then (1 : ℝ) else 0) * (Uᵀ *ᵥ x) i := by
    intro x i
    rw [density, mulVec_mulVec, ← mul_assoc, ← mul_assoc, hU, one_mul, ← mulVec_mulVec,
      mulVec_diagonal]
  obtain ⟨a, b, hab, ha, hb⟩ : ∃ a b : ℝ, a < b ∧ (∀ i ∈ s, ε i ≤ a) ∧ ∀ j ∉ s, b ≤ ε j := by
    rcases s.eq_empty_or_nonempty with h | h
    · obtain ⟨b, hb⟩ := (Set.finite_range ε).bddBelow
      exact ⟨b - 1, b, by linarith, by simp [h], fun j _ => hb ⟨j, rfl⟩⟩
    · obtain ⟨i, hi, hmax⟩ := s.exists_max_image ε h
      rcases sᶜ.eq_empty_or_nonempty with h' | h'
      · refine ⟨ε i, ε i + 1, by linarith, hmax, fun j hj => ?_⟩
        have hj' := Finset.mem_compl.mpr hj
        rw [h'] at hj'
        exact absurd hj' (Finset.notMem_empty j)
      · obtain ⟨j, hj, hmin⟩ := sᶜ.exists_min_image ε h'
        exact ⟨ε i, ε j, hgap i hi j (Finset.mem_compl.mp hj), hmax,
          fun k hk => hmin k (Finset.mem_compl.mpr hk)⟩
  refine ⟨⟨?_, ?_, ?_, ?_, a, b, hab, ?_, ?_⟩, ?_⟩
  · rw [hH]; simp [transpose_mul, mul_assoc]
  · simp [density, transpose_mul, mul_assoc]
  · rw [density, hprod, diagonal_mul_diagonal]; simp
  · rw [hH, density, hprod, hprod, diagonal_mul_diagonal, diagonal_mul_diagonal]
    simp only [mul_comm]
  · intro x hx
    rw [hH, hq, hn, Finset.mul_sum]
    refine Finset.sum_le_sum fun i _ => ?_
    by_cases hi : i ∈ s
    · exact mul_le_mul_of_nonneg_right (ha i hi) (sq_nonneg _)
    · have h := hy x i
      rw [hx, if_neg hi, zero_mul] at h
      rw [h]; simp
  · intro x hx
    rw [hH, hq, hn, Finset.mul_sum]
    refine Finset.sum_le_sum fun i _ => ?_
    by_cases hi : i ∈ s
    · have h := hy x i
      rw [hx, if_pos hi, one_mul, mulVec_zero, Pi.zero_apply] at h
      rw [← h]; simp
    · exact mul_le_mul_of_nonneg_right (hb i hi) (sq_nonneg _)
  · rw [density, trace_mul_cycle, hU, one_mul, trace_diagonal]; simp

end DensityIsAufbau
```

Messages:

```
Main.lean:68:2: error: unsolved goals
case refine_3
n : Type u_1
inst✝¹ : Fintype n
inst✝ : DecidableEq n
H U : Matrix n n ℝ
ε : n → ℝ
s : Finset n
hU : Uᵀ * U = 1
hHU : H * U = U * diagonal ε
hgap : ∀ i ∈ s, ∀ j ∉ s, ε i < ε j
hU' : U * Uᵀ = 1
hH : H = U * diagonal ε * Uᵀ
hprod : ∀ (A B : Matrix n n ℝ), U * A * Uᵀ * (U * B * Uᵀ) = U * (A * B) * Uᵀ
hq : ∀ (d x : n → ℝ), x ⬝ᵥ (U * diagonal d * Uᵀ) *ᵥ x = ∑ i, d i * (Uᵀ *ᵥ x) i ^ 2
hn : ∀ (x : n → ℝ), x ⬝ᵥ x = ∑ i, (Uᵀ *ᵥ x) i ^ 2
hy : ∀ (x : n → ℝ) (i : n), (Uᵀ *ᵥ density U s *ᵥ x) i = (if i ∈ s then 1 else 0) * (Uᵀ *ᵥ x) i
a b : ℝ
hab : a < b
ha : ∀ i ∈ s, ε i ≤ a
hb : ∀ j ∉ s, b ≤ ε j
⊢ (U * diagonal fun i => if i ∈ s then if i ∈ s then 1 else 0 else 0) * Uᵀ =
    (U * diagonal fun i => if i ∈ s then 1 else 0) * Uᵀ
```

Lean accepts the file once it reads:

```diff
@@ -66,5 +66,11 @@
   · rw [hH]; simp [transpose_mul, mul_assoc]
   · simp [density, transpose_mul, mul_assoc]
-  · rw [density, hprod, diagonal_mul_diagonal]; simp
+  · -- occupation numbers 0 and 1 equal their squares
+    have e : (fun i => (if i ∈ s then (1 : ℝ) else 0) * (if i ∈ s then (1 : ℝ) else 0)) =
+        fun i => if i ∈ s then (1 : ℝ) else 0 := by
+      funext i
+      by_cases hi : i ∈ s <;> simp [hi]
+    rw [density, hprod, diagonal_mul_diagonal]
+    exact congrArg (fun d : n → ℝ => U * diagonal d * Uᵀ) e
   · rw [hH, density, hprod, hprod, diagonal_mul_diagonal, diagonal_mul_diagonal]
     simp only [mul_comm]
```

What went wrong. The error is in the proof that the density matrix equals its square. After `hprod` and `diagonal_mul_diagonal`, the diagonal entries on the left are products of two equal occupation numbers, each `if i ∈ s then 1 else 0`. The closing `simp` turned each product into one conditional nested in another, but did not use the outer condition `i ∈ s` to settle the inner one. The two sides of the remaining goal are therefore equal, but `simp` left them in different forms.

The repair first proves the missing fact, `e`, that the occupation numbers equal their squares. `funext i` reduces this equality of functions to a single label, and `by_cases` splits on whether `i ∈ s`. In each case `simp [hi]` can decide every conditional, leaving `1 * 1 = 1` or `0 * 0 = 0`. After the same rewrites as before, `congrArg` carries `e` through `U * diagonal d * Uᵀ`, which gives the required matrix equality without the `simp` that got stuck.
